# The RKKY Sign Rule for Gapped Bipartite Clusters at Half Filling

Once the RKKY response of a bipartite cluster has been summed over pairs of empty and filled orbitals, the sign of every entry can be checked against the sublattice labels. Count the response as positive when it favours parallel alignment of two impurity spins with equal local couplings. For non-interacting electrons with real orbitals, spin-independent hopping only between opposite sublattices, no on-site energies, half filling and no zero-energy level, the response is nonnegative between sites of the same sublattice and nonpositive between sites of opposite sublattices. Under these conditions, an entry that breaks this pattern by more than rounding error points to a fault in the sublattice labels, the orbitals, their energies, the filling or the sum.

## Pairing the orbitals and summing the response

Let ε_i = ±1 be the sublattice sign of site i. Let ψ_a be real empty orbitals, finite in number, with energies e_a > 0 measured from the middle of the gap. Their partners are

φ_a(i) = ε_i ψ_a(i).

If the hopping matrix H connects only opposite sublattices, then ε_j = −ε_i wherever H_ij ≠ 0, and

(Hφ_a)(i) = Σ_j H_ij ε_j ψ_a(j) = −ε_i Σ_j H_ij ψ_a(j) = −e_a φ_a(i).

The partners therefore lie at −e_a, and at half filling they are the filled orbitals. The static response is

χ_ij = Σ_ab ψ_a(i) ψ_a(j) φ_b(i) φ_b(j) / (e_a + e_b).

For electrons of one spin, local potentials h_i change the energy at second order by −Σ_ij h_i h_j χ_ij. An impurity spin along a fixed axis acts as such a potential, with opposite signs for the two electron spins, so a positive χ_ij favours parallel alignment of two impurity spins with equal local couplings.

Write p_a = ψ_a(i) ψ_a(j). Since φ_b(i) φ_b(j) = ε_i ε_j p_b and (ε_i ε_j)² = 1,

ε_i ε_j χ_ij = Σ_ab p_a p_b / (e_a + e_b).

The products p_a may have either sign, so individual terms can be negative. To find the sign of the whole sum, damp each term in imaginary time τ:

T(τ) = Σ_ab p_a p_b exp(−(e_a + e_b)τ) / (e_a + e_b).

Differentiation cancels the denominators, and the double sum factorises:

T′(τ) = −Σ_ab p_a exp(−e_a τ) p_b exp(−e_b τ) = −G_ij(τ)²,

G_ij(τ) = Σ_a p_a exp(−e_a τ).

So T never increases. It is a finite sum of decaying exponentials and tends to zero, hence T(0) ≥ 0, which gives

ε_i ε_j χ_ij ≥ 0.

If χ_ij = 0, then 0 ≤ T(τ) ≤ T(0) = 0 for τ ≥ 0. The slope of T then vanishes, and G_ij(τ) = 0 for every τ > 0. Conversely, if G_ij vanishes for every τ > 0, T is constant on τ ≥ 0 and equal to its limit, so T(0) = 0 and χ_ij = 0.

With a single empty orbital ψ at energy e, the response reduces to

χ_ij = ε_i ε_j ψ(i)² ψ(j)² / (2e).

## A four-site ring with cancelling terms

Let sites 0 and 1 have sign +1, and sites 2 and 3 sign −1. Take hopping 2 on the bonds 0–2 and 1–3, and −1 on the bonds 0–3 and 1–2. The empty orbitals are

ψ_1 = (1, 1, 1, 1)/2 at e_1 = 1,

ψ_2 = (1, −1, 1, −1)/2 at e_2 = 3.

For sites 0 and 1, p_1 = 1/4 and p_2 = −1/4, so

χ_01 = (1/16)(1/2 + 1/6 − 1/4 − 1/4) = 1/96.

The cross terms are negative, but the total is positive. For sites 0 and 3 the products are the same and the signs differ, so χ_03 = −1/96.

## Orbitals, partners and response in Lean

The type `α` labels the finitely many empty orbitals and `ι` labels the sites.

```lean
import Mathlib

open Matrix Filter Topology

namespace RKKYHalfFilling

noncomputable section

variable {α ι : Type*} [Fintype α]
```

A Boolean label `s i` records the sublattice, with `true` giving +1.

```lean
/-- The sublattice sign of a site: `+1` on one sublattice and `-1` on the other. -/
def stagger (s : ι → Bool) (i : ι) : ℝ := if s i then 1 else -1

/-- The partner of an orbital: its amplitudes multiplied by the sublattice signs. -/
def partner (s : ι → Bool) (ψ : α → ι → ℝ) (a : α) (i : ι) : ℝ :=
  stagger s i * ψ a i
```

The response is first defined for any real empty orbitals and an equal number of real filled ones. It carries no spin factor and no impurity coupling constant.

```lean
/-- Static response between sites `i` and `j` from real empty orbitals `u` at energies `E` and
real filled orbitals `v` at energies `F`, for `E a ≠ F b` throughout. -/
def response (u v : α → ι → ℝ) (E F : α → ℝ) (i j : ι) : ℝ :=
  ∑ a, ∑ b, u a i * u a j * (v b i * v b j) / (E a - F b)
```

Half filling enters by inserting the partners at energies `-e b`.

```lean
/-- The response at half filling: the orbitals `ψ` at energies `e` are empty and their partners
at energies `-e` are filled, for `e a + e b ≠ 0` throughout. -/
def chi (s : ι → Bool) (ψ : α → ι → ℝ) (e : α → ℝ) (i j : ι) : ℝ :=
  response ψ (partner s ψ) e (fun b => -e b) i j
```

The next two definitions are G_ij(τ) and T(τ).

```lean
/-- The imaginary-time propagator between two sites, built from the empty orbitals. -/
def propagator (ψ : α → ι → ℝ) (e : α → ℝ) (i j : ι) (τ : ℝ) : ℝ :=
  ∑ a, ψ a i * ψ a j * Real.exp (-e a * τ)

/-- The double sum over orbital pairs, each damped by its excitation energy in imaginary time,
for `e a + e b ≠ 0` throughout. -/
def tail (ψ : α → ι → ℝ) (e : α → ℝ) (i j : ι) (τ : ℝ) : ℝ :=
  ∑ a, ∑ b, ψ a i * ψ a j * (ψ b i * ψ b j) * Real.exp (-(e a + e b) * τ) / (e a + e b)
```

## Partner energies and the damped sum

```lean
/-- The square of a sublattice sign is one. -/
theorem stagger_mul_self (s : ι → Bool) (i : ι) : stagger s i * stagger s i = 1 := by
  unfold stagger
  cases s i <;> simp
```

The hypothesis `hH` says that nonzero matrix elements join opposite sublattices, which also excludes on-site energies. The step `hterm` pulls −ε_i out of each term, as in the derivation above.

```lean
omit [Fintype α] in
/-- If hopping connects only opposite sublattices, the partner of an eigenvector with energy `E`
is an eigenvector with energy `-E`. -/
theorem partner_energy [Fintype ι] (s : ι → Bool) (H : Matrix ι ι ℝ)
    (hH : ∀ i j, H i j ≠ 0 → s i ≠ s j) (ψ : α → ι → ℝ) (a : α) (E : ℝ)
    (h : H *ᵥ ψ a = E • ψ a) : H *ᵥ partner s ψ a = (-E) • partner s ψ a := by
  ext i
  have hi := congrFun h i
  simp only [Matrix.mulVec, dotProduct, Pi.smul_apply, smul_eq_mul] at hi ⊢
  -- each hop reverses the sublattice sign
  have hterm : ∀ j, H i j * partner s ψ a j = -stagger s i * (H i j * ψ a j) := by
    intro j
    by_cases h0 : H i j = 0
    · simp [h0]
    · have hs : stagger s j = -stagger s i := by
        have hne := hH i j h0
        revert hne
        unfold stagger
        cases s i <;> cases s j <;> simp
      unfold partner
      rw [hs]
      ring
  rw [Finset.sum_congr rfl (fun j _ => hterm j), ← Finset.mul_sum, hi]
  unfold partner
  ring
```

This theorem justifies the energies used in `chi`. The sign rule itself takes the partner structure from that definition, and it needs neither a Hamiltonian nor orthonormal orbitals. Its one hypothesis, `he`, makes every e_a positive: physically, there is a gap and no zero mode whose occupation would be ambiguous.

The derivative is taken term by term; `Finset.sum_mul_sum` then expands the square of the propagator into the same double sum.

```lean
/-- For positive energies, the damped pair sum decreases in imaginary time at a rate equal to the
square of the propagator. -/
theorem tail_hasDerivAt (ψ : α → ι → ℝ) (e : α → ℝ) (he : ∀ a, 0 < e a) (i j : ι) (τ : ℝ) :
    HasDerivAt (tail ψ e i j) (-(propagator ψ e i j τ) ^ 2) τ := by
  have h : ∀ a b, HasDerivAt
      (fun t : ℝ => ψ a i * ψ a j * (ψ b i * ψ b j) * Real.exp (-(e a + e b) * t) / (e a + e b))
      (-(ψ a i * ψ a j * Real.exp (-e a * τ) * (ψ b i * ψ b j * Real.exp (-e b * τ)))) τ := by
    intro a b
    have hne : e a + e b ≠ 0 := (add_pos (he a) (he b)).ne'
    have h1 : HasDerivAt (fun t : ℝ => -(e a + e b) * t) (-(e a + e b)) τ :=
      ((hasDerivAt_id' τ).const_mul (-(e a + e b))).congr_deriv (mul_one _)
    refine ((h1.exp.const_mul (ψ a i * ψ a j * (ψ b i * ψ b j))).div_const
      (e a + e b)).congr_deriv ?_
    have hexp : Real.exp (-(e a + e b) * τ) = Real.exp (-e a * τ) * Real.exp (-e b * τ) := by
      rw [← Real.exp_add]
      congr 1
      ring
    rw [hexp, div_eq_iff hne]
    ring
  refine (HasDerivAt.fun_sum (u := Finset.univ) (fun a _ =>
    HasDerivAt.fun_sum (u := Finset.univ) (fun b _ => h a b))).congr_deriv ?_
  -- the double sum factorises into a square
  unfold propagator
  rw [sq, Finset.sum_mul_sum]
  simp only [Finset.sum_neg_distrib]
```

The limit also holds for each term, and hence for the finite sum.

```lean
/-- For positive energies, the damped pair sum dies out at large imaginary time. -/
theorem tail_tendsto (ψ : α → ι → ℝ) (e : α → ℝ) (he : ∀ a, 0 < e a) (i j : ι) :
    Tendsto (tail ψ e i j) atTop (𝓝 0) := by
  have h : ∀ a b, Tendsto
      (fun t : ℝ => ψ a i * ψ a j * (ψ b i * ψ b j) * Real.exp (-(e a + e b) * t) / (e a + e b))
      atTop (𝓝 0) := by
    intro a b
    have h1 : Tendsto (fun t : ℝ => Real.exp (-(e a + e b) * t)) atTop (𝓝 0) :=
      Real.tendsto_exp_atBot.comp
        (tendsto_id.const_mul_atTop_of_neg (neg_lt_zero.2 (add_pos (he a) (he b))))
    have h2 := (h1.const_mul (ψ a i * ψ a j * (ψ b i * ψ b j))).div_const (e a + e b)
    rw [mul_zero, zero_div] at h2
    exact h2
  have hs := tendsto_finsetSum Finset.univ (fun a _ =>
    tendsto_finsetSum Finset.univ (fun b _ => h a b))
  simp only [Finset.sum_const_zero] at hs
  exact hs
```

The next identity removes the sublattice signs using ε² = 1.

```lean
/-- The response times the two sublattice signs is the pair sum at imaginary time zero. -/
theorem stagger_chi (s : ι → Bool) (ψ : α → ι → ℝ) (e : α → ℝ) (i j : ι) :
    stagger s i * stagger s j * chi s ψ e i j = tail ψ e i j 0 := by
  simp only [chi, response, partner, tail, Finset.mul_sum]
  refine Finset.sum_congr rfl (fun a _ => Finset.sum_congr rfl (fun b _ => ?_))
  have hij : (stagger s i * stagger s j) * (stagger s i * stagger s j) = 1 := by
    linear_combination (stagger s j * stagger s j) * stagger_mul_self s i + stagger_mul_self s j
  rw [mul_zero, Real.exp_zero, sub_neg_eq_add]
  linear_combination (ψ a i * ψ a j * (ψ b i * ψ b j) / (e a + e b)) * hij
```

A nonpositive derivative makes T antitone.

```lean
/-- For positive energies, the damped pair sum never increases in imaginary time. -/
theorem tail_antitone (ψ : α → ι → ℝ) (e : α → ℝ) (he : ∀ a, 0 < e a) (i j : ι) :
    Antitone (tail ψ e i j) := by
  refine antitone_of_deriv_nonpos
    (fun τ => (tail_hasDerivAt ψ e he i j τ).differentiableAt) (fun τ => ?_)
  rw [(tail_hasDerivAt ψ e he i j τ).deriv]
  exact neg_nonpos.2 (sq_nonneg _)
```

## The sign rule and its zeros

An antitone function lies above its limit, so T(0) ≥ 0. Splitting on the two Boolean labels turns this into the separate statements for equal and opposite sublattices. The case i = j is included. The theorem fixes signs only: the decay and oscillation with distance that the name RKKY often suggests are not addressed.

```lean
/-- RKKY sign rule at half filling: for positive energies, the response is nonnegative between
sites of the same sublattice and nonpositive between sites of opposite sublattices. -/
theorem rkky_sign_rule (s : ι → Bool) (ψ : α → ι → ℝ) (e : α → ℝ) (he : ∀ a, 0 < e a)
    (i j : ι) : 0 ≤ stagger s i * stagger s j * chi s ψ e i j ∧
      (s i = s j → 0 ≤ chi s ψ e i j) ∧ (s i ≠ s j → chi s ψ e i j ≤ 0) := by
  have h : 0 ≤ stagger s i * stagger s j * chi s ψ e i j := by
    rw [stagger_chi]
    exact (tail_antitone ψ e he i j).le_of_tendsto (tail_tendsto ψ e he i j) 0
  refine ⟨h, ?_⟩
  revert h
  generalize chi s ψ e i j = x
  unfold stagger
  cases s i <;> cases s j <;> simp
```

In the forward direction below, T is zero in a neighbourhood of each τ > 0, and uniqueness of the derivative gives G² = 0. The reverse direction uses the mean value theorem, `exists_hasDerivAt_eq_slope`, to show that T keeps its initial value.

```lean
/-- For positive energies, the response between two sites vanishes exactly when the propagator
between them vanishes at every positive imaginary time. -/
theorem chi_eq_zero_iff (s : ι → Bool) (ψ : α → ι → ℝ) (e : α → ℝ) (he : ∀ a, 0 < e a)
    (i j : ι) : chi s ψ e i j = 0 ↔ ∀ τ > 0, propagator ψ e i j τ = 0 := by
  have hd := tail_hasDerivAt ψ e he i j
  have hlim := tail_tendsto ψ e he i j
  have hanti := tail_antitone ψ e he i j
  have hchi := stagger_chi s ψ e i j
  constructor
  · intro h τ hτ
    rw [h, mul_zero] at hchi
    -- a nonnegative decreasing function that starts at zero stays zero
    have hev : tail ψ e i j =ᶠ[𝓝 τ] fun _ => (0 : ℝ) := by
      filter_upwards [Ioi_mem_nhds hτ] with t ht
      exact le_antisymm ((hanti (Set.mem_Ioi.1 ht).le).trans_eq hchi.symm)
        (hanti.le_of_tendsto hlim t)
    have h0 := ((hasDerivAt_const τ (0 : ℝ)).congr_of_eventuallyEq hev).unique (hd τ)
    exact (pow_eq_zero_iff two_ne_zero).1 (by linarith)
  · intro h
    -- with zero slope the pair sum keeps its initial value, which must equal its limit
    have hev : (fun _ : ℝ => tail ψ e i j 0) =ᶠ[atTop] tail ψ e i j := by
      filter_upwards [eventually_gt_atTop (0 : ℝ)] with t ht
      obtain ⟨c, hc, hslope⟩ := exists_hasDerivAt_eq_slope (tail ψ e i j)
        (fun τ => -(propagator ψ e i j τ) ^ 2) ht
        (fun τ _ => (hd τ).continuousAt.continuousWithinAt) (fun τ _ => hd τ)
      have hz : (tail ψ e i j t - tail ψ e i j 0) / (t - 0) = 0 := by
        rw [← hslope, h c hc.1]
        norm_num
      have hn := (div_eq_zero_iff.1 hz).resolve_right (by linarith)
      linarith
    have h0 := tendsto_nhds_unique (tendsto_const_nhds.congr' hev) hlim
    rw [h0] at hchi
    have hi : stagger s i ≠ 0 := fun hz => by simpa [hz] using stagger_mul_self s i
    have hj : stagger s j ≠ 0 := fun hz => by simpa [hz] using stagger_mul_self s j
    exact (mul_eq_zero.1 hchi).resolve_left (mul_ne_zero hi hj)
```

## Both signs on a dimer

For two sites with hopping t > 0, the orbital (1, 1)/√2 has energy t and is empty. Each product p equals 1/2, so the on-site response is (1/4)/(2t) = 1/(8t), and the response between the sites is −1/(8t). The theorem states these values multiplied by 8t, and checks the hopping pattern and the eigenvector equation as well.

```lean
/-- A dimer with hopping amplitude `t > 0` and its uniform orbital at energy `t` empty: hopping
joins opposite sublattices, and the response is `1/(8t)` from site 0 to itself and `-1/(8t)` between
sites 0 and 1. -/
theorem dimer_witness (t : ℝ) (ht : 0 < t) :
    (∀ i j, !![0, t; t, 0] i j ≠ 0 → ![true, false] i ≠ ![true, false] j) ∧
    !![0, t; t, 0] *ᵥ (fun _ => 1 / √2) = t • (fun _ : Fin 2 => 1 / √2) ∧
    8 * t * chi ![true, false] (fun (_ : Unit) _ => 1 / √2) (fun _ => t) 0 0 = 1 ∧
    8 * t * chi ![true, false] (fun (_ : Unit) _ => 1 / √2) (fun _ => t) 0 1 = -1 := by
  have h2 : (1 / √2) * (1 / √2) = (1 / 2 : ℝ) := by
    rw [div_mul_div_comm, Real.mul_self_sqrt (by norm_num)]
    norm_num
  generalize 1 / √2 = c at h2 ⊢
  have h0 : stagger ![true, false] 0 = 1 := by simp [stagger]
  have h1 : stagger ![true, false] 1 = -1 := by simp [stagger]
  have hx : ∀ x : ℝ, 8 * t * (x / (t - -t)) = 4 * x := by
    intro x
    have hne : 2 * t ≠ 0 := (mul_pos two_pos ht).ne'
    rw [sub_neg_eq_add, ← two_mul, ← mul_div_assoc, div_eq_iff hne]
    ring
  refine ⟨?_, ?_, ?_, ?_⟩
  · intro i j
    fin_cases i <;> fin_cases j <;> simp
  · ext i
    fin_cases i <;> simp [Matrix.mulVec, dotProduct, Fin.sum_univ_succ]
  · simp only [chi, response, partner, Finset.univ_unique, Finset.sum_singleton, h0]
    rw [hx]
    linear_combination 4 * (c * c + 1 / 2) * h2
  · simp only [chi, response, partner, Finset.univ_unique, Finset.sum_singleton, h0, h1]
    rw [hx]
    linear_combination -4 * (c * c + 1 / 2) * h2

end

end RKKYHalfFilling
```

```lean
#print axioms RKKYHalfFilling.partner_energy
#print axioms RKKYHalfFilling.rkky_sign_rule
#print axioms RKKYHalfFilling.chi_eq_zero_iff
```

```
'RKKYHalfFilling.partner_energy' depends on axioms: [propext, Classical.choice, Quot.sound]
'RKKYHalfFilling.rkky_sign_rule' depends on axioms: [propext, Classical.choice, Quot.sound]
'RKKYHalfFilling.chi_eq_zero_iff' depends on axioms: [propext, Classical.choice, Quot.sound]
```
